# If orbital occupations x between 0 and 1 have ∑ x(1 − x) = f(1 − f), with f the fractional part of their sum, at most one orbital is fractionally occupied

A finite set of orbitals has real occupations `x i` between 0 and 1, which add up to `k + f` with `k` a natural number and `0 ≤ f < 1`. The lemma assumes that the penalty `∑ x(1-x)` equals `f(1-f)`, and says that any orbital whose occupation is neither 0 nor 1 has occupation exactly `f`, while every other orbital is empty or full. It is a statement about these numbers alone, with no Hamiltonian or wavefunction in it. The proof splits off the fractional orbital and applies the lower bound `penalty_ge` to the others, which rules out an occupation below or above `f`. The others then have total penalty zero, and since no term is negative, each term is zero.

The failing Lean file:

```lean
import Mathlib

open Matrix
open scoped ComplexOrder

namespace FractionalOrbitalUnique

variable {ι : Type*} [Fintype ι] [DecidableEq ι]

omit [Fintype ι] in
/-- Occupations between 0 and 1 that add up to an integer `k` plus `f`, with `0 ≤ f ≤ 1`,
have total penalty `∑ x(1-x)` at least `f(1-f)`. -/
theorem penalty_ge (s : Finset ι) (x : ι → ℝ) (hx : ∀ i, 0 ≤ x i ∧ x i ≤ 1)
    (k : ℤ) (f : ℝ) (hf0 : 0 ≤ f) (hf1 : f ≤ 1) (h : ∑ i ∈ s, x i = k + f) :
    f * (1 - f) ≤ ∑ i ∈ s, x i * (1 - x i) := by
  induction s using Finset.induction_on generalizing k f with
  | empty =>
    rw [Finset.sum_empty] at h ⊢
    have h1 : k ≤ 0 := by
      have : (k : ℝ) ≤ 0 := by linarith
      exact_mod_cast this
    have h2 : -1 ≤ k := by
      have : (-1 : ℝ) ≤ k := by linarith
      exact_mod_cast this
    have h3 : k = 0 ∨ k = -1 := by omega
    rcases h3 with rfl | rfl
    · have : f = 0 := by push_cast at h; linarith
      simp [this]
    · have : f = 1 := by push_cast at h; linarith
      simp [this]
  | insert a s ha ih =>
    rw [Finset.sum_insert ha] at h ⊢
    obtain ⟨h0, h1⟩ := hx a
    rcases le_or_gt (x a) f with hc | hc
    · -- the fractional parts add up to `f`, which is at most 1
      have := ih k (f - x a) (by linarith) (by linarith) (by linarith)
      nlinarith [mul_nonneg h0 (sub_nonneg.mpr hc)]
    · -- the fractional parts together fill one more orbital
      have := ih (k - 1) (1 + f - x a) (by linarith) (by linarith)
        (by push_cast; linarith)
      nlinarith [mul_nonneg (sub_nonneg.mpr h1) (sub_nonneg.mpr hc.le)]

/-- If occupations between 0 and 1 add up to `k + f` with `0 ≤ f < 1` and the penalty equals
`f(1-f)`, a fractionally occupied orbital has occupation `f` and all others are empty or full. -/
theorem fractional_orbital_unique (x : ι → ℝ) (hx : ∀ i, 0 ≤ x i ∧ x i ≤ 1)
    (k : ℕ) (f : ℝ) (hf0 : 0 ≤ f) (hf1 : f < 1) (h : ∑ i, x i = k + f)
    (he : ∑ i, x i * (1 - x i) = f * (1 - f)) (i : ι) (hi0 : x i ≠ 0) (hi1 : x i ≠ 1) :
    x i = f ∧ ∀ j, j ≠ i → x j = 0 ∨ x j = 1 := by
  have ha : 0 < x i := lt_of_le_of_ne (hx i).1 (Ne.symm hi0)
  have hb : x i < 1 := lt_of_le_of_ne (hx i).2 hi1
  have s1 := Finset.add_sum_erase Finset.univ x (Finset.mem_univ i)
  have s2 := Finset.add_sum_erase Finset.univ (fun j => x j * (1 - x j)) (Finset.mem_univ i)
  simp only [] at s2
  have hif : x i = f := by
    rcases lt_trichotomy (x i) f with hc | hc | hc
    · have := penalty_ge (Finset.univ.erase i) x hx k (f - x i) (by linarith) (by linarith)
        (by push_cast; linarith)
      nlinarith [mul_pos ha (sub_pos.mpr hc)]
    · exact hc
    · have := penalty_ge (Finset.univ.erase i) x hx (k - 1) (1 + f - x i) (by linarith)
        (by linarith) (by push_cast; linarith)
      nlinarith [mul_pos (sub_pos.mpr hb) (sub_pos.mpr hc)]
  refine ⟨hif, fun j hj => ?_⟩
  -- nothing is left of the penalty for the other orbitals
  have hz : ∑ j ∈ Finset.univ.erase i, x j * (1 - x j) = 0 := by
    rw [hif] at s2
    linarith
  have hj0 := (Finset.sum_eq_zero_iff_of_nonneg
    (fun l _ => mul_nonneg (hx l).1 (sub_nonneg.mpr (hx l).2))).mp hz j
    (Finset.mem_erase.mpr ⟨hj, Finset.mem_univ j⟩)
  rcases mul_eq_zero.mp hj0 with h' | h'
  · exact Or.inl h'
  · exact Or.inr (by linarith)

end FractionalOrbitalUnique
```

Lean reports:

```
Main.lean:53:2: error: `simp` made no progress
```

What went wrong. The error is at `simp only [] at s2`. With an empty list of lemmas, `simp only` can still do basic reductions, such as turning `(fun j => x j * (1 - x j)) i` into `x i * (1 - x i)`. That is the only tidying `s2` might have seemed to need, since it comes from applying `Finset.add_sum_erase` to this function. But Lean had already put the function's values in place when it worked out the type of `s2`, so `simp` found nothing to change, and it reports that as an error.

The cure is to delete the line. The later steps use `s2` as it stands.

The other change, at the end of the proof, is mere tidying. The case split on `mul_eq_zero.mp hj0` becomes a single term with `.imp`, which keeps `x j = 0` in the first case and still gets `x j = 1` from `1 - x j = 0` by `linarith` in the second.

The repair, with which the file compiles:

```diff
@@ -51,5 +51,4 @@
   have s1 := Finset.add_sum_erase Finset.univ x (Finset.mem_univ i)
   have s2 := Finset.add_sum_erase Finset.univ (fun j => x j * (1 - x j)) (Finset.mem_univ i)
-  simp only [] at s2
   have hif : x i = f := by
     rcases lt_trichotomy (x i) f with hc | hc | hc
@@ -69,7 +68,5 @@
     (fun l _ => mul_nonneg (hx l).1 (sub_nonneg.mpr (hx l).2))).mp hz j
     (Finset.mem_erase.mpr ⟨hj, Finset.mem_univ j⟩)
-  rcases mul_eq_zero.mp hj0 with h' | h'
-  · exact Or.inl h'
-  · exact Or.inr (by linarith)
+  exact (mul_eq_zero.mp hj0).imp id fun h' => by linarith
 
 end FractionalOrbitalUnique
```
